# Existence and uniqueness of the one-loop Landau pole for finitely many fermions with positive weights and mass thresholds

In a one-loop model with sharp mass thresholds, the inverse coupling at scale $\mu > 0$ is $1/\alpha - \frac{2}{3\pi}\sum_{f \in S} c_f \max(0, \ln(\mu/m_f))$, where $\alpha$ is the coupling below all thresholds. The theorem `existsUnique_landauPole` states that this expression vanishes at exactly one positive scale, the Landau pole, when $\alpha > 0$, the set $S$ of fermions is finite and nonempty, and all weights $c_f$ and masses $m_f$ are positive. For existence, the attempt applies the intermediate value theorem to the threshold sum, which is zero at the lightest mass $m_e$ and should be at least $3\pi/(2\alpha)$ at $m_e \exp(3\pi/(2\alpha c_e))$. Uniqueness comes from applying `landauPole_antitone` in both directions.

An attempt in Lean 4 with a fault in it:

```lean
import Mathlib

open scoped Real

namespace ExistsUniqueLandauPole

noncomputable section

variable {ι : Type*} {α μ ν : ℝ} {c m : ι → ℝ} {S T : Finset ι}

/-- The threshold sum of logarithms `∑ c_f max(0, ln(μ/m_f))` over the fermions in `S`,
for a scale `μ > 0` and masses `m_f > 0`. -/
def screening (c m : ι → ℝ) (S : Finset ι) (μ : ℝ) : ℝ :=
  ∑ f ∈ S, c f * max 0 (Real.log (μ / m f))

/-- The one-loop inverse coupling at the scale `μ > 0`, where `α ≠ 0` is the coupling below all
thresholds and the masses are positive. -/
def invCoupling (α : ℝ) (c m : ι → ℝ) (S : Finset ι) (μ : ℝ) : ℝ :=
  1 / α - 2 / (3 * π) * screening c m S μ

/-- A Landau pole is a positive scale at which the inverse coupling vanishes. -/
def IsLandauPole (α : ℝ) (c m : ι → ℝ) (S : Finset ι) (μ : ℝ) : Prop :=
  0 < μ ∧ invCoupling α c m S μ = 0

/-- For `α ≠ 0` the inverse coupling vanishes exactly when the screening sum reaches
`3π/(2α)`. -/
theorem invCoupling_eq_zero_iff (hα : α ≠ 0) :
    invCoupling α c m S μ = 0 ↔ screening c m S μ = 3 * π / (2 * α) := by
  have hπ : π ≠ 0 := Real.pi_ne_zero
  have e : 2 / (3 * π) * (3 * π / (2 * α)) = 1 / α := by field_simp
  have h0 : 2 / (3 * π) ≠ 0 := by positivity
  unfold invCoupling
  constructor
  · intro h
    exact mul_left_cancel₀ h0 (by linarith)
  · intro h
    rw [h, e, sub_self]

/-- For positive weights and masses, the screening sum increases strictly with the scale `μ > 0`
once the sum is positive. -/
theorem screening_lt (hc : ∀ f ∈ S, 0 < c f) (hm : ∀ f ∈ S, 0 < m f) (hμ : 0 < μ)
    (h : μ < ν) (hpos : 0 < screening c m S μ) :
    screening c m S μ < screening c m S ν := by
  have hlog : ∀ f ∈ S, Real.log (μ / m f) < Real.log (ν / m f) := fun f hf =>
    Real.log_lt_log (div_pos hμ (hm f hf)) (div_lt_div_of_pos_right h (hm f hf))
  -- a positive sum has an active fermion
  obtain ⟨f, hf, hne⟩ := Finset.exists_ne_zero_of_sum_ne_zero hpos.ne'
  have hact : 0 < Real.log (μ / m f) := by
    by_contra hn
    exact hne (by rw [max_eq_left (not_lt.mp hn), mul_zero])
  have hstrict : c f * max 0 (Real.log (μ / m f)) < c f * max 0 (Real.log (ν / m f)) := by
    rw [max_eq_right hact.le, max_eq_right (hact.trans (hlog f hf)).le]
    exact mul_lt_mul_of_pos_left (hlog f hf) (hc f hf)
  exact Finset.sum_lt_sum (fun g hg => mul_le_mul_of_nonneg_left
    (max_le_max le_rfl (hlog g hg).le) (hc g hg).le) ⟨f, hf, hstrict⟩

/-- For `α > 0` and positive weights and masses, adding fermions never raises the Landau pole. -/
theorem landauPole_antitone (hα : 0 < α) (hc : ∀ f ∈ T, 0 < c f) (hm : ∀ f ∈ T, 0 < m f)
    (hST : S ⊆ T) (hS : IsLandauPole α c m S μ) (hT : IsLandauPole α c m T ν) : ν ≤ μ := by
  have hK : 0 < 3 * π / (2 * α) := by positivity
  have h1 := (invCoupling_eq_zero_iff hα.ne').1 hS.2
  have h2 := (invCoupling_eq_zero_iff hα.ne').1 hT.2
  have hle : screening c m S μ ≤ screening c m T μ :=
    Finset.sum_le_sum_of_subset_of_nonneg hST
      fun f hf _ => mul_nonneg (hc f hf).le (le_max_left _ _)
  by_contra hn
  have := screening_lt hc hm hS.1 (not_le.mp hn) (by linarith)
  linarith

/-- For `α > 0` and a nonempty finite set of fermions with positive weights and masses, there is
exactly one Landau pole. -/
theorem existsUnique_landauPole (hα : 0 < α) (hne : S.Nonempty) (hc : ∀ f ∈ S, 0 < c f)
    (hm : ∀ f ∈ S, 0 < m f) : ∃! μ, IsLandauPole α c m S μ := by
  have hK : 0 < 3 * π / (2 * α) := by positivity
  obtain ⟨e, he, hmin⟩ := Finset.exists_min_image S m hne
  have hme := hm e he
  have hce := hc e he
  have hx : 0 ≤ 3 * π / (2 * α) / c e := div_nonneg hK.le hce.le
  -- no screening at the lightest mass
  have hlow : screening c m S (m e) = 0 := Finset.sum_eq_zero fun f hf => by
    rw [max_eq_left (Real.log_nonpos (div_nonneg hme.le (hm f hf).le)
      ((div_le_one (hm f hf)).2 (hmin f hf))), mul_zero]
  -- the lightest fermion alone screens enough at a high scale
  have hhigh : 3 * π / (2 * α) ≤
      screening c m S (m e * Real.exp (3 * π / (2 * α) / c e)) := by
    have h1 : c e * max 0 (Real.log (m e * Real.exp (3 * π / (2 * α) / c e) / m e))
        = 3 * π / (2 * α) := by
      rw [mul_div_cancel_left₀ _ hme.ne', Real.log_exp, max_eq_right hx]
      field_simp
    rw [← h1]
    simp only [h1]
    rw [← h1]
    exact Finset.single_le_sum
      (f := fun f => c f * max 0 (Real.log (m e * Real.exp (3 * π / (2 * α) / c e) / m f)))
      (fun f hf => mul_nonneg (hc f hf).le (le_max_left _ _)) he
  have hcont : ContinuousOn (screening c m S)
      (Set.Icc (m e) (m e * Real.exp (3 * π / (2 * α) / c e))) := by
    unfold screening
    refine continuousOn_finset_sum S fun f hf => continuousOn_const.mul ?_
    exact (continuous_const.max continuous_id).comp_continuousOn
      (ContinuousOn.log (continuousOn_id.div_const _)
        fun x hx => (div_pos (hme.trans_le hx.1) (hm f hf)).ne')
  obtain ⟨μ, hμ, hs⟩ := intermediate_value_Icc
    (le_mul_of_one_le_right hme.le (Real.one_le_exp hx)) hcont ⟨hlow.le.trans hK.le, hhigh⟩
  have hp : IsLandauPole α c m S μ :=
    ⟨hme.trans_le hμ.1, (invCoupling_eq_zero_iff hα.ne').2 hs⟩
  exact ⟨μ, hp, fun ν hν => le_antisymm
    (landauPole_antitone hα hc hm subset_rfl hp hν)
    (landauPole_antitone hα hc hm subset_rfl hν hp)⟩

end

end ExistsUniqueLandauPole
```

Compiling this gives:

```
Main.lean:93:4: error: Type mismatch
  Finset.single_le_sum
    (fun f hf => mul_nonneg (LT.lt.le (hc f hf)) (le_max_left 0 (Real.log (m e * rexp (3 * π / (2 * α) / c e) / m f))))
    he
has type
  c e * max 0 (Real.log (m e * rexp (3 * π / (2 * α) / c e) / m e)) ≤
    ∑ x ∈ S, c x * max 0 (Real.log (m e * rexp (3 * π / (2 * α) / c e) / m x))
but is expected to have type
  c e * max 0 (Real.log (m e * rexp (3 * π / (2 * α) / c e) / m e)) ≤
    screening c m S (m e * rexp (c e * max 0 (Real.log (m e * rexp (3 * π / (2 * α) / c e) / m e)) / c e))
Main.lean:99:11: warning: `continuousOn_finset_sum` has been deprecated: Use `continuousOn_finsetSum` instead
```

Cause. The error is in the proof of `hhigh`, the lower bound at the upper scale. Write K for `3 * π / (2 * α)` and L for the lightest fermion's term, so that `h1` says L = K. K occurs twice in the goal: as the left side and inside the exponential that sets the scale. `rw [← h1]` replaces both, so the scale becomes `m e * rexp (L / c e)`. `simp only [h1]` turns L back into K, but the second `rw [← h1]` makes the same double replacement again. `Finset.single_le_sum` then gives a bound on the sum at the original scale, with K in the exponent, which does not match the goal. The two scales are equal by `h1`, but `exact` does not rewrite with that equation.

The repair drops the three rewriting steps and leaves the goal as it was. `h1.symm.le` gives K ≤ L, and `.trans` chains this with the bound of L by the sum, which is `screening` at the original scale by definition.

Replacing `continuousOn_finset_sum` with `continuousOn_finsetSum` is mere tidying: it clears the deprecation warning.

As a diff, the version that Lean accepts:

```diff
@@ -88,14 +88,11 @@
       rw [mul_div_cancel_left₀ _ hme.ne', Real.log_exp, max_eq_right hx]
       field_simp
-    rw [← h1]
-    simp only [h1]
-    rw [← h1]
-    exact Finset.single_le_sum
+    exact h1.symm.le.trans (Finset.single_le_sum
       (f := fun f => c f * max 0 (Real.log (m e * Real.exp (3 * π / (2 * α) / c e) / m f)))
-      (fun f hf => mul_nonneg (hc f hf).le (le_max_left _ _)) he
+      (fun f hf => mul_nonneg (hc f hf).le (le_max_left _ _)) he)
   have hcont : ContinuousOn (screening c m S)
       (Set.Icc (m e) (m e * Real.exp (3 * π / (2 * α) / c e))) := by
     unfold screening
-    refine continuousOn_finset_sum S fun f hf => continuousOn_const.mul ?_
+    refine continuousOn_finsetSum S fun f hf => continuousOn_const.mul ?_
     exact (continuous_const.max continuous_id).comp_continuousOn
       (ContinuousOn.log (continuousOn_id.div_const _)
```
